# Transmission through a rectangular barrier: the tunnelling formula and the condition for perfect transmission

## Scattering as a matching problem

We describe scattering by any four complex amplitudes for which the wavefunction and its slope are continuous at the two edges, and do not define the transmission amplitude by a formula. The wavenumber inside the barrier may be complex, so one elimination serves energies below and above the top.

A particle of mass \(m\) and energy \(E\) meets a potential of height \(V\) between \(x=0\) and \(x=a\), and zero elsewhere. With outer wavenumber \(k\) and inner wavenumber \(q\), the wavefunction is

\[
\psi(x)=\begin{cases} e^{ikx}+r\,e^{-ikx} & \text{before the barrier,}\\ A\,e^{iqx}+B\,e^{-iqx} & \text{inside,}\\ t\,e^{ikx} & \text{behind it.}\end{cases}
\]

The incident wave has amplitude 1, and nothing arrives from the right. The potential jumps by a finite amount, so both \(\psi\) and \(\psi'\) are continuous at the edges. The outer wavenumber is the same on both sides, so \(|t|^2\) is the transmission probability.

The energies fix the wavenumbers through \(\hbar^2k^2=2mE\) and \(\hbar^2q^2=2m(E-V)\). Below the top we write \(q=i\kappa\) with \(\hbar^2\kappa^2=2m(V-E)\).

## The two results and their Lean form

For \(m>0\), any matching amplitudes satisfy:

- If \(0<E<V\), then
\[
|t|^2=\frac{1}{1+\dfrac{V^2\sinh^2(\kappa a)}{4E(V-E)}} .
\]
- If \(E>V>0\), then \(|t|=1\) exactly when \(qa=n\pi\) for some integer \(n\).

These are `tunnelling_probability` and `perfect_transmission_iff`. In Lean, `wave p A B` is the function \(Ae^{ipx}+Be^{-ipx}\) of a real position, with complex \(p\). The hypothesis `Matches k q a r A B t` contains the four continuity conditions, stated with actual values and derivatives; tunnelling uses it with `I * κ` in place of `q`. The modulus \(|t|\) is `‖t‖`, and `normSq` is a squared modulus.

The energy relations enter as the hypotheses `hk`, `hκ` and `hq`. They fix only the squares of the wavenumbers; the physical reading takes \(k\), \(\kappa\) and, above the barrier, \(q\) positive. The theorems put no sign condition on \(a\).

Continuity of the slope is assumed, and in this form it belongs to a mass that is the same in all three regions. The case \(E=V\), where the inner solution is linear in \(x\), is not covered, nor are wave packets. For one particle in one dimension, the formula gives a reference value against which a numerical scattering code can be compared.

## Eliminating the inner and reflected waves

Continuity at \(0\) and \(a\) gives

\[
\begin{aligned}
1+r&=A+B, & k(1-r)&=q(A-B),\\
Ae^{iqa}+Be^{-iqa}&=T, & q(Ae^{iqa}-Be^{-iqa})&=kT,
\end{aligned}
\]

where \(T=t\,e^{ika}\). Multiply the third equation by \(q\), then add or subtract the fourth:

\[
2qA=(q+k)Te^{-iqa},\qquad 2qB=(q-k)Te^{iqa}.
\]

Adding \(k\) times the first equation to the second removes \(r\) and leaves \(2k=(k+q)A+(k-q)B\). Multiply by \(2q\) and insert \(A\) and \(B\):

\[
4kq=T\left[(k+q)^2e^{-iqa}-(k-q)^2e^{iqa}\right].
\]

Writing the exponentials as cosines and sines turns the bracket into \(2D\), so

\[
TD=2kq,\qquad D=2kq\cos(qa)-i(k^2+q^2)\sin(qa).
\]

Since \(k\) is real, \(|T|=|t|\), and therefore \(|t|^2|D|^2=4k^2|q|^2\).

## Below and above the top

For \(q=i\kappa\), use \(\cos(i\kappa a)=\cosh(\kappa a)\) and \(\sin(i\kappa a)=i\sinh(\kappa a)\). Then \(D=(k^2-\kappa^2)\sinh(\kappa a)+2ik\kappa\cosh(\kappa a)\), and \(\cosh^2=1+\sinh^2\) gives

\[
|D|^2=4k^2\kappa^2+(k^2+\kappa^2)^2\sinh^2(\kappa a).
\]

The energy relations give \(k^2\kappa^2=4m^2E(V-E)/\hbar^4\) and \((k^2+\kappa^2)^2=4m^2V^2/\hbar^4\). Dividing \(4k^2\kappa^2\) by \(|D|^2\) yields the tunnelling formula.

For real \(q\), \(\cos^2=1-\sin^2\) gives

\[
|D|^2=4k^2q^2+(k^2-q^2)^2\sin^2(qa).
\]

Hence \(|t|=1\) exactly when \((k^2-q^2)\sin(qa)=0\). Because \(k^2-q^2=2mV/\hbar^2\neq0\), this means \(\sin(qa)=0\), that is, \(qa=n\pi\).

## Zero width and the thick barrier

At \(a=0\) both results give \(|t|=1\), the second with \(n=0\). In the opposite limit, with \(\kappa>0\) fixed and \(a\to\infty\), \(\sinh^2(\kappa a)\) behaves as \(e^{2\kappa a}/4\), so

\[
|t|^2e^{2\kappa a}\to\frac{16E(V-E)}{V^2}.
\]

This limit is a consequence drawn here in prose; the Lean file stops at the formula for finite \(a\).

## The complete Lean file

```lean
import Mathlib

open Complex

namespace RectangularBarrier

noncomputable section

/-- Superposition `A e^{ipx} + B e^{-ipx}` of two waves with complex wavenumber `p`. -/
def wave (p A B : ℂ) (x : ℝ) : ℂ :=
  A * exp (I * p * x) + B * exp (-(I * p * x))

/-- The wavefunction is `e^{ikx} + r e^{-ikx}` before the barrier, `A e^{iqx} + B e^{-iqx}` inside
and `t e^{ikx}` behind it; value and slope are continuous at the edges `0` and `a`. -/
structure Matches (k q : ℂ) (a : ℝ) (r A B t : ℂ) : Prop where
  value_left : wave k 1 r 0 = wave q A B 0
  slope_left : deriv (wave k 1 r) 0 = deriv (wave q A B) 0
  value_right : wave q A B a = wave k t 0 a
  slope_right : deriv (wave q A B) a = deriv (wave k t 0) a

/-- The denominator `2kq cos(qa) - i(k² + q²) sin(qa)` of the transmission amplitude. -/
def denom (k q : ℂ) (a : ℝ) : ℂ :=
  2 * k * q * cos (q * a) - I * (k ^ 2 + q ^ 2) * sin (q * a)

/-- Differentiation multiplies the two amplitudes of a wave by `ip` and `-ip`. -/
theorem deriv_wave (p A B : ℂ) :
    deriv (wave p A B) = wave p (I * p * A) (-(I * p * B)) := by
  funext x
  have h0 : HasDerivAt (fun y : ℝ => (y : ℂ)) 1 x := by
    simpa using (hasDerivAt_id x).ofReal_comp
  have h : HasDerivAt (fun y : ℝ => I * p * (y : ℂ)) (I * p) x :=
    (h0.const_mul (I * p)).congr_deriv (mul_one _)
  have h2 : HasDerivAt (wave p A B) (wave p (I * p * A) (-(I * p * B)) x) x :=
    ((h.cexp.const_mul A).fun_add (h.fun_neg.cexp.const_mul B)).congr_deriv (by
      simp only [wave]
      ring)
  exact h2.deriv

/-- In a region of constant potential `U`, a wave with `ħ²p² = 2m(E - U)` and `m ≠ 0` solves the
stationary Schrödinger equation at energy `E`. -/
theorem wave_schrodinger {m ħ E U : ℝ} {p : ℂ} (A B : ℂ) (x : ℝ) (hm : m ≠ 0)
    (hp : (ħ : ℂ) ^ 2 * p ^ 2 = 2 * m * (E - U)) :
    -((ħ : ℂ) ^ 2 / (2 * m)) * deriv (deriv (wave p A B)) x + U * wave p A B x
      = E * wave p A B x := by
  have h2 : deriv (deriv (wave p A B)) x = -(p ^ 2) * wave p A B x := by
    rw [deriv_wave, deriv_wave]
    simp only [wave]
    linear_combination (p ^ 2 * (A * exp (I * p * x) + B * exp (-(I * p * x)))) * I_sq
  have h3 : (ħ : ℂ) ^ 2 / (2 * m) * p ^ 2 = E - U := by
    rw [div_mul_eq_mul_div, div_eq_iff (mul_ne_zero two_ne_zero (ofReal_ne_zero.2 hm))]
    linear_combination hp
  rw [h2]
  linear_combination wave p A B x * h3

/-- Continuity of value and slope at both edges amounts to four linear equations for the
amplitudes. -/
theorem matches_iff (k q : ℂ) (a : ℝ) (r A B t : ℂ) :
    Matches k q a r A B t ↔
      1 + r = A + B ∧ k * (1 - r) = q * (A - B) ∧
      A * exp (I * q * a) + B * exp (-(I * q * a)) = t * exp (I * k * a) ∧
      q * (A * exp (I * q * a) - B * exp (-(I * q * a))) = k * (t * exp (I * k * a)) := by
  constructor
  · rintro ⟨h1, h2, h3, h4⟩
    simp only [deriv_wave, wave, ofReal_zero, mul_zero, zero_mul, neg_zero, exp_zero, mul_one,
      add_zero] at h1 h2 h3 h4
    exact ⟨h1, mul_left_cancel₀ I_ne_zero (by linear_combination h2), h3,
      mul_left_cancel₀ I_ne_zero (by linear_combination h4)⟩
  · rintro ⟨h1, h2, h3, h4⟩
    refine ⟨?_, ?_, ?_, ?_⟩ <;>
      simp only [deriv_wave, wave, ofReal_zero, mul_zero, zero_mul, neg_zero, exp_zero, mul_one,
        add_zero]
    · linear_combination h1
    · linear_combination I * h2
    · linear_combination h3
    · linear_combination I * h4

/-- Eliminating the reflected and inner amplitudes leaves
`t e^{ika} (2kq cos(qa) - i(k² + q²) sin(qa)) = 2kq`. -/
theorem transmission_amplitude {k q : ℂ} {a : ℝ} {r A B t : ℂ} (h : Matches k q a r A B t) :
    t * exp (I * k * a) * denom k q a = 2 * k * q := by
  obtain ⟨h1, h2, h3, h4⟩ := (matches_iff k q a r A B t).1 h
  have he : exp (I * q * a) = cos (q * a) + sin (q * a) * I := by
    rw [show I * q * a = (q * a) * I by ring, exp_mul_I]
  have he' : exp (-(I * q * a)) = cos (q * a) - sin (q * a) * I := by
    rw [show -(I * q * a) = (-(q * a)) * I by ring, exp_mul_I, cos_neg, sin_neg]
    ring
  have hee : exp (I * q * a) * exp (-(I * q * a)) = 1 := by
    rw [← exp_add, add_neg_cancel, exp_zero]
  -- the right edge fixes the inner amplitudes in terms of `t`
  have hA : 2 * q * A = (q + k) * (t * exp (I * k * a)) * exp (-(I * q * a)) := by
    linear_combination exp (-(I * q * a)) * (q * h3 + h4) - 2 * q * A * hee
  have hB : 2 * q * B = (q - k) * (t * exp (I * k * a)) * exp (I * q * a) := by
    linear_combination exp (I * q * a) * (q * h3 - h4) - 2 * q * B * hee
  -- the left edge then fixes `t`
  have key : 4 * k * q = (k + q) ^ 2 * (t * exp (I * k * a) * exp (-(I * q * a)))
      - (k - q) ^ 2 * (t * exp (I * k * a) * exp (I * q * a)) := by
    linear_combination 2 * q * (k * h1 + h2) + (k + q) * hA + (k - q) * hB
  simp only [denom]
  linear_combination (-1 / 2) * key
    - (1 / 2) * (k + q) ^ 2 * (t * exp (I * k * a)) * he'
    + (1 / 2) * (k - q) ^ 2 * (t * exp (I * k * a)) * he

/-- Squared modulus of the denominator for a real inner wavenumber `p` and for an imaginary one,
`ip`. -/
theorem normSq_denom (k p a : ℝ) :
    normSq (denom k p a) = 4 * k ^ 2 * p ^ 2 + (k ^ 2 - p ^ 2) ^ 2 * Real.sin (p * a) ^ 2 ∧
    normSq (denom k (I * p) a)
      = 4 * k ^ 2 * p ^ 2 + (k ^ 2 + p ^ 2) ^ 2 * Real.sinh (p * a) ^ 2 := by
  constructor
  · have h : denom k p a = ((2 * k * p * Real.cos (p * a) : ℝ) : ℂ)
        + ((-(k ^ 2 + p ^ 2) * Real.sin (p * a) : ℝ) : ℂ) * I := by
      simp only [denom]
      push_cast
      ring
    rw [h, normSq_add_mul_I]
    linear_combination 4 * k ^ 2 * p ^ 2 * Real.sin_sq_add_cos_sq (p * a)
  · have h : denom k (I * p) a = (((k ^ 2 - p ^ 2) * Real.sinh (p * a) : ℝ) : ℂ)
        + ((2 * k * p * Real.cosh (p * a) : ℝ) : ℂ) * I := by
      simp only [denom]
      rw [show I * (p : ℂ) * (a : ℂ) = ((p : ℂ) * a) * I by ring, cos_mul_I, sin_mul_I]
      push_cast
      linear_combination
        (-(sinh ((p : ℂ) * a)) * ((k : ℂ) ^ 2 + (p : ℂ) ^ 2 * (I ^ 2 - 1))) * I_sq
    rw [h, normSq_add_mul_I]
    linear_combination 4 * k ^ 2 * p ^ 2 * Real.cosh_sq (p * a)

/-- For real nonzero `k` and `p`, matching amplitudes exist both for the inner wavenumber `p` and
for `ip`. -/
theorem exists_matches {k p : ℝ} {q : ℂ} (a : ℝ) (hk : k ≠ 0) (hp : p ≠ 0)
    (hq : q = p ∨ q = I * p) : ∃ r A B t, Matches k q a r A B t := by
  have hp' : (p : ℂ) ≠ 0 := ofReal_ne_zero.2 hp
  have hD : denom k q a ≠ 0 := by
    intro h0
    rcases hq with rfl | rfl
    · have h := (normSq_denom k p a).1
      rw [h0, map_zero] at h
      have : 0 < 4 * k ^ 2 * p ^ 2 + (k ^ 2 - p ^ 2) ^ 2 * Real.sin (p * a) ^ 2 := by positivity
      linarith
    · have h := (normSq_denom k p a).2
      rw [h0, map_zero] at h
      have : 0 < 4 * k ^ 2 * p ^ 2 + (k ^ 2 + p ^ 2) ^ 2 * Real.sinh (p * a) ^ 2 := by positivity
      linarith
  have h2q : 2 * q ≠ 0 := by
    rcases hq with rfl | rfl
    · exact mul_ne_zero two_ne_zero hp'
    · exact mul_ne_zero two_ne_zero (mul_ne_zero I_ne_zero hp')
  have he : exp (I * q * a) = cos (q * a) + sin (q * a) * I := by
    rw [show I * q * a = (q * a) * I by ring, exp_mul_I]
  have he' : exp (-(I * q * a)) = cos (q * a) - sin (q * a) * I := by
    rw [show -(I * q * a) = (-(q * a)) * I by ring, exp_mul_I, cos_neg, sin_neg]
    ring
  have hee : exp (I * q * a) * exp (-(I * q * a)) = 1 := by
    rw [← exp_add, add_neg_cancel, exp_zero]
  have hE : exp (-(I * k * a)) * exp (I * k * a) = 1 := by
    rw [← exp_add, neg_add_cancel, exp_zero]
  -- solve backwards from the transmitted wave
  obtain ⟨T, hT⟩ : ∃ T, T * denom k q a = 2 * k * q := ⟨_, div_mul_cancel₀ _ hD⟩
  obtain ⟨A, hA⟩ : ∃ A, 2 * q * A = (q + k) * T * exp (-(I * q * a)) :=
    ⟨_, mul_div_cancel₀ _ h2q⟩
  obtain ⟨B, hB⟩ : ∃ B, 2 * q * B = (q - k) * T * exp (I * q * a) :=
    ⟨_, mul_div_cancel₀ _ h2q⟩
  simp only [denom] at hT
  refine ⟨A + B - 1, A, B, T * exp (-(I * k * a)), (matches_iff _ _ _ _ _ _ _).2
    ⟨by ring, mul_left_cancel₀ h2q ?_, mul_left_cancel₀ h2q ?_, mul_left_cancel₀ h2q ?_⟩⟩
  · linear_combination -(k + q) * hA - (k - q) * hB - 2 * hT
      - (k + q) ^ 2 * T * he' + (k - q) ^ 2 * T * he
  · linear_combination exp (I * q * a) * hA + exp (-(I * q * a)) * hB
      + 2 * q * T * hee - 2 * q * T * hE
  · linear_combination q * (exp (I * q * a) * hA - exp (-(I * q * a)) * hB)
      + 2 * q * k * T * hee - 2 * q * k * T * hE

/-- For a real outer wavenumber `k`, the transmission probability times the squared modulus of the
denominator is `4k²|q|²`. -/
theorem transmission_norm {k a : ℝ} {q r A B t : ℂ} (h : Matches k q a r A B t) :
    ‖t‖ ^ 2 * normSq (denom k q a) = 4 * k ^ 2 * normSq q := by
  have h1 := congrArg normSq (transmission_amplitude h)
  have hE : normSq (exp (I * k * a)) = 1 := by
    rw [normSq_eq_norm_sq, show I * (k : ℂ) * (a : ℂ) = ((k * a : ℝ) : ℂ) * I by
      push_cast; ring, norm_exp_ofReal_mul_I]
    norm_num
  have h2 : normSq (2 * k * q) = 4 * k ^ 2 * normSq q := by
    rw [normSq_mul, show 2 * (k : ℂ) = ((2 * k : ℝ) : ℂ) by simp, normSq_ofReal]
    ring
  rw [h2, normSq_mul, normSq_mul, hE, mul_one] at h1
  rw [← normSq_eq_norm_sq]
  exact h1

/-- Tunnelling through a rectangular barrier: for `0 < E < V` and `m > 0` the matching conditions
force `|t|² = 1 / (1 + V² sinh²(κa) / (4E(V - E)))`. -/
theorem tunnelling_probability {m ħ E V k κ a : ℝ} {r A B t : ℂ} (hm : 0 < m) (hE : 0 < E)
    (hV : E < V) (hk : ħ ^ 2 * k ^ 2 = 2 * m * E) (hκ : ħ ^ 2 * κ ^ 2 = 2 * m * (V - E))
    (h : Matches k (I * κ) a r A B t) :
    ‖t‖ ^ 2 = 1 / (1 + V ^ 2 * Real.sinh (κ * a) ^ 2 / (4 * E * (V - E))) := by
  have h1 := transmission_norm h
  rw [(normSq_denom k κ a).2, normSq_mul, normSq_I, one_mul, normSq_ofReal] at h1
  -- trade wavenumbers for energies
  have hX : ħ ^ 4 * (k ^ 2 * κ ^ 2) = 4 * m ^ 2 * (E * (V - E)) := by
    linear_combination (ħ ^ 2 * κ ^ 2) * hk + 2 * m * E * hκ
  have hY : ħ ^ 4 * (k ^ 2 + κ ^ 2) ^ 2 = 4 * m ^ 2 * V ^ 2 := by
    linear_combination (ħ ^ 2 * (k ^ 2 + κ ^ 2) + 2 * m * V) * (hk + hκ)
  have h2 : ‖t‖ ^ 2 * (4 * E * (V - E) + V ^ 2 * Real.sinh (κ * a) ^ 2) = 4 * E * (V - E) :=
    mul_left_cancel₀ (show 4 * m ^ 2 ≠ 0 by positivity) (by
      linear_combination ħ ^ 4 * h1 - 4 * (‖t‖ ^ 2 - 1) * hX
        - ‖t‖ ^ 2 * Real.sinh (κ * a) ^ 2 * hY)
  have hP : 0 < 4 * E * (V - E) := mul_pos (by positivity) (sub_pos.2 hV)
  have h3 : 1 + V ^ 2 * Real.sinh (κ * a) ^ 2 / (4 * E * (V - E))
      = (4 * E * (V - E) + V ^ 2 * Real.sinh (κ * a) ^ 2) / (4 * E * (V - E)) := by
    rw [add_div, div_self hP.ne']
  rw [h3, one_div_div, eq_div_iff (add_pos_of_pos_of_nonneg hP (by positivity)).ne']
  exact h2

/-- Above the barrier, `E > V > 0` with `m > 0`, transmission is perfect exactly when `qa` is an
integer multiple of `π`, with `q` the inner wavenumber. -/
theorem perfect_transmission_iff {m ħ E V k q a : ℝ} {r A B t : ℂ} (hm : 0 < m) (hV : 0 < V)
    (hE : V < E) (hk : ħ ^ 2 * k ^ 2 = 2 * m * E) (hq : ħ ^ 2 * q ^ 2 = 2 * m * (E - V))
    (h : Matches k q a r A B t) : ‖t‖ = 1 ↔ ∃ n : ℤ, q * a = n * Real.pi := by
  have h1 := transmission_norm h
  rw [(normSq_denom k q a).1, normSq_ofReal] at h1
  have hk0 : k ≠ 0 := by
    intro h0
    rw [h0] at hk
    nlinarith [mul_pos hm (hV.trans hE)]
  have hq0 : q ≠ 0 := by
    intro h0
    rw [h0] at hq
    nlinarith [mul_pos hm (sub_pos.2 hE)]
  have hne : k ^ 2 - q ^ 2 ≠ 0 := by
    intro h0
    have h2 : 2 * m * V = 0 := by linear_combination ħ ^ 2 * h0 - hk + hq
    nlinarith [mul_pos hm hV]
  have key : ‖t‖ = 1 ↔ Real.sin (q * a) = 0 := by
    constructor
    · intro ht
      rw [ht] at h1
      have h2 : ((k ^ 2 - q ^ 2) * Real.sin (q * a)) ^ 2 = 0 := by linear_combination h1
      exact (mul_eq_zero.1 ((pow_eq_zero_iff two_ne_zero).1 h2)).resolve_left hne
    · intro hs
      rw [hs] at h1
      have hT : ‖t‖ ^ 2 = 1 :=
        mul_left_cancel₀ (show 4 * k ^ 2 * q ^ 2 ≠ 0 by positivity) (by linear_combination h1)
      have h2 : (‖t‖ - 1) * (‖t‖ + 1) = 0 := by linear_combination hT
      rcases mul_eq_zero.1 h2 with h3 | h3
      · linarith
      · linarith [norm_nonneg t]
  rw [key, Real.sin_eq_zero_iff]
  exact ⟨fun ⟨n, hn⟩ => ⟨n, hn.symm⟩, fun ⟨n, hn⟩ => ⟨n, hn.symm⟩⟩

end

end RectangularBarrier
```

```lean
#print axioms RectangularBarrier.wave_schrodinger
-- 'RectangularBarrier.wave_schrodinger' depends on axioms: [propext, Classical.choice, Quot.sound]
#print axioms RectangularBarrier.exists_matches
-- 'RectangularBarrier.exists_matches' depends on axioms: [propext, Classical.choice, Quot.sound]
#print axioms RectangularBarrier.tunnelling_probability
-- 'RectangularBarrier.tunnelling_probability' depends on axioms: [propext, Classical.choice, Quot.sound]
#print axioms RectangularBarrier.perfect_transmission_iff
-- 'RectangularBarrier.perfect_transmission_iff' depends on axioms: [propext, Classical.choice, Quot.sound]
```

## From waves to algebra

`deriv_wave` shows that differentiation multiplies the two amplitudes by \(ip\) and \(-ip\). Applied twice, it gives `wave_schrodinger`: each wave solves the stationary Schrödinger equation for a constant potential with the appropriate wavenumber. Applied at the edges, it gives `matches_iff`, which replaces the continuity conditions by the four equations above after cancelling a common factor \(i\) from the slopes.

`transmission_amplitude` carries out the elimination. Its steps `hA` and `hB` are the formulas for \(2qA\) and \(2qB\), and `key` is the equation for \(4kq\). Each `linear_combination` names the multiples of earlier equations to be added, and Lean checks the remaining algebraic identity.

`normSq_denom` computes \(|D|^2\) in both regimes by separating real and imaginary parts. `exists_matches` uses its positivity to construct amplitudes for nonzero real \(k\) and \(p\), with inner wavenumber \(p\) or \(ip\). It solves backwards: first \(T=2kq/D\), then \(A\) and \(B\), and finally \(r=A+B-1\). The energy conditions of both main theorems make these wavenumbers nonzero, so matching amplitudes do exist there.

## From algebra to the transmission results

`transmission_norm` takes squared moduli of \(TD=2kq\) and removes the phase \(e^{ika}\). In `tunnelling_probability`, `hX` and `hY` are the two energy identities multiplied by \(\hbar^4\). Cancelling \(4m^2\) then leaves an equation for \(|t|^2\) in terms of energies, and the final lines rearrange it as the stated fraction.

`perfect_transmission_iff` first derives \(k\neq0\), \(q\neq0\) and \(k^2\neq q^2\) from the energies. The last of these gives \(\sin(qa)=0\) from \(|t|=1\). Conversely, a vanishing sine allows \(4k^2q^2\) to be cancelled, leaving \(|t|^2=1\), and \(|t|\geq0\) selects \(|t|=1\). Mathlib's description of the zeros of the sine supplies the integer \(n\).
